# The universal symmetric cloner in dimension d: reduced states, fidelity and covariance

When an intruder copies a quantum state with the universal symmetric cloner and passes one copy on, the receiver's measurement statistics are computed by replacing the state $\rho$ that was sent with the reduced state of one clone,

$$\rho\;\longmapsto\;\sigma=\frac{(d+2)\rho+I}{2(d+1)} .$$

Here $d$ is the finite dimension of the system and $I$ the identity. The replacement means that single-clone predictions need no two-particle matrix. It is derived below for one specific map,

$$T(\rho)=\frac{2}{d+1}\,P(\rho\otimes I)P,\qquad P=\tfrac12(I+S),$$

where $S$ exchanges the two particles. For a pure input, each clone has fidelity $(d+3)/(2(d+1))$ with the original, whatever the input state.

## States, exchange and the cloning map

Operators on $\mathbb C^d$ are complex matrices indexed by a finite type `n`, and $d$ is `Fintype.card n`. Two-particle operators are indexed by pairs in `n × n`.

In Lean 4 with Mathlib:

```lean
import Mathlib

open Matrix
open scoped Kronecker ComplexOrder

namespace UniversalCloner

noncomputable section

variable {n : Type*} [Fintype n] [DecidableEq n]
```

A density matrix is positive semidefinite, which includes being Hermitian, and has trace one. The definition takes any finite index type, so it serves for one particle and for two.

```lean
/-- A density matrix: positive semidefinite with trace one. -/
def IsDensity {m : Type*} [Fintype m] (ρ : Matrix m m ℂ) : Prop :=
  ρ.PosSemidef ∧ ρ.trace = 1
```

The exchange operator acts as $S|a,b\rangle=|b,a\rangle$. Its matrix element between two pairs is 1 if one pair is the other reversed, and 0 otherwise.

```lean
variable (n) in
/-- The operator that exchanges the two particles. -/
def swapOp : Matrix (n × n) (n × n) ℂ :=
  Matrix.of fun p q => if p.swap = q then 1 else 0
```

The operator $P$ is the projector onto the symmetric subspace. The argument uses only its explicit form, its Hermiticity and its commutation with $A\otimes A$.

```lean
variable (n) in
/-- The operator `P = (I + swap) / 2` on two particles. -/
def symProj : Matrix (n × n) (n × n) ℂ := (1 / 2 : ℂ) • (1 + swapOp n)
```

The map $T$ is called `clone` in the code. It attaches a maximally mixed partner to $\rho$, symmetrises, and rescales. The definition accepts any matrix; the requirement that $\rho$ be a state enters later as a hypothesis.

```lean
/-- The cloning map `T(ρ) = (2 / (d + 1)) P (ρ ⊗ I) P`, where `d` is the dimension. -/
def clone (ρ : Matrix n n ℂ) : Matrix (n × n) (n × n) ℂ :=
  (2 / ((Fintype.card n : ℂ) + 1)) •
    (symProj n * (ρ ⊗ₖ (1 : Matrix n n ℂ)) * symProj n)
```

The reduced operators are partial traces of a two-particle operator $M$. The first clone is described by $\sum_b M_{(a,b),(c,b)}$.

```lean
/-- The reduced operator of the first particle: the second is traced out. -/
def firstMarginal (M : Matrix (n × n) (n × n) ℂ) : Matrix n n ℂ :=
  Matrix.of fun a c => ∑ b, M (a, b) (c, b)
```

The second is described by $\sum_b M_{(b,a),(b,c)}$.

```lean
/-- The reduced operator of the second particle: the first is traced out. -/
def secondMarginal (M : Matrix (n × n) (n × n) ℂ) : Matrix n n ℂ :=
  Matrix.of fun a c => ∑ b, M (b, a) (b, c)
```

## How exchange acts on matrix elements

Let $X$ be any two-particle operator. In the product $SX$, the sum over the intermediate pair has one surviving term, so

$$(SX)_{(a,b),(c,e)}=X_{(b,a),(c,e)} .$$

The fourth index is called $e$ because $d$ is the dimension.

```lean
/-- Swap acting from the left exchanges the particle labels of the row index. -/
theorem swap_mul_apply (X : Matrix (n × n) (n × n) ℂ) (p q : n × n) :
    (swapOp n * X) p q = X p.swap q := by
  simp only [Matrix.mul_apply, swapOp, Matrix.of_apply, ite_mul, one_mul, zero_mul,
    Finset.sum_ite_eq, Finset.mem_univ, if_true]
```

Multiplication from the right exchanges the column labels instead:

$$(XS)_{(a,b),(c,e)}=X_{(a,b),(e,c)} .$$

The auxiliary statement `h` rewrites "$r$ reversed is $q$" as "$r$ is $q$ reversed", after which the sum again collapses.

```lean
/-- Swap acting from the right exchanges the particle labels of the column index. -/
theorem mul_swap_apply (X : Matrix (n × n) (n × n) ℂ) (p q : n × n) :
    (X * swapOp n) p q = X p q.swap := by
  have h : ∀ r : n × n, r.swap = q ↔ r = q.swap := by
    intro r
    constructor
    · rintro rfl
      exact (Prod.swap_swap r).symm
    · rintro rfl
      exact Prod.swap_swap q
  simp only [Matrix.mul_apply, swapOp, Matrix.of_apply, h, mul_ite, mul_one, mul_zero,
    Finset.sum_ite_eq', Finset.mem_univ, if_true]
```

## Two properties of P

The matrix of $S$ is real and symmetric, since reversing a pair is its own inverse. Hence $S^\dagger=S$ and $P^\dagger=P$.

```lean
omit [Fintype n] in
/-- The operator `P` is Hermitian. -/
theorem symProj_conjTranspose : (symProj n)ᴴ = symProj n := by
  have hs : (swapOp n)ᴴ = swapOp n := by
    ext ⟨a, b⟩ ⟨c, e⟩
    have h : (e = a ∧ c = b) ↔ (b = c ∧ a = e) := by
      constructor <;> rintro ⟨rfl, rfl⟩ <;> exact ⟨rfl, rfl⟩
    simp only [Matrix.conjTranspose_apply, swapOp, Matrix.of_apply, Prod.swap_prod_mk,
      Prod.mk.injEq, h]
    split_ifs <;> simp
  simp [symProj, Matrix.conjTranspose_smul, Matrix.conjTranspose_add, hs]
```

For any one-particle operator $A$, both $S(A\otimes A)$ and $(A\otimes A)S$ have the elements

$$A_{bc}A_{ae}=A_{ae}A_{bc},$$

so $S$, and with it $P$, commutes with $A\otimes A$. Unitarity is not needed here.

```lean
/-- The same operator applied to both particles commutes with `P`. -/
theorem symProj_comm (A : Matrix n n ℂ) :
    symProj n * (A ⊗ₖ A) = (A ⊗ₖ A) * symProj n := by
  have hs : swapOp n * (A ⊗ₖ A) = (A ⊗ₖ A) * swapOp n := by
    ext p q
    rw [swap_mul_apply, mul_swap_apply]
    simp only [Matrix.kroneckerMap_apply, Prod.fst_swap, Prod.snd_swap]
    ring
  rw [symProj, Matrix.smul_mul, Matrix.mul_smul, Matrix.add_mul, Matrix.mul_add, hs,
    Matrix.one_mul, Matrix.mul_one]
```

## The four terms of the output

Expanding the two factors of $P$ gives

$$PXP=\tfrac14\,(X+SX+XS+SXS).$$

Now set $X=\rho\otimes I$, with elements $X_{(a,b),(c,e)}=\rho_{ac}\delta_{be}$. Exchanging labels as above and multiplying by $2/(d+1)$ yields

$$T(\rho)_{(a,b),(c,e)}=\frac{\rho_{ac}\delta_{be}+\rho_{bc}\delta_{ae}+\rho_{ae}\delta_{bc}+\rho_{be}\delta_{ac}}{2(d+1)} .$$

In the code, `h` is the expansion of $PXP$, and the two exchange lemmas then produce the four terms in this order.

```lean
/-- The matrix elements of `T(ρ)`: one direct term and three terms with particle labels
exchanged in the row, in the column, or in both. -/
theorem clone_apply (ρ : Matrix n n ℂ) (a b c e : n) :
    clone ρ (a, b) (c, e) = 1 / (2 * ((Fintype.card n : ℂ) + 1)) *
      (ρ a c * (1 : Matrix n n ℂ) b e + ρ b c * (1 : Matrix n n ℂ) a e
        + ρ a e * (1 : Matrix n n ℂ) b c + ρ b e * (1 : Matrix n n ℂ) a c) := by
  have h : ∀ X : Matrix (n × n) (n × n) ℂ, symProj n * X * symProj n =
      (1 / 4 : ℂ) • (X + swapOp n * X + X * swapOp n + swapOp n * X * swapOp n) := by
    intro X
    simp only [symProj, Matrix.smul_mul, Matrix.mul_smul, Matrix.add_mul, Matrix.mul_add,
      Matrix.one_mul, Matrix.mul_one]
    module
  rw [clone, h, ← div_div (1 : ℂ) 2]
  simp only [Matrix.smul_apply, Matrix.add_apply, mul_swap_apply, swap_mul_apply,
    Prod.swap_prod_mk, Matrix.kroneckerMap_apply, smul_eq_mul]
  ring
```

## The reduced state of each clone

To trace out the second particle, set $e=b$ and sum over $b$. The four terms give

$$\sum_b\rho_{ac}\delta_{bb}=d\,\rho_{ac},\qquad \sum_b\rho_{bc}\delta_{ab}=\rho_{ac},$$

$$\sum_b\rho_{ab}\delta_{bc}=\rho_{ac},\qquad \sum_b\rho_{bb}\delta_{ac}=\delta_{ac}.$$

The last sum uses $\operatorname{Tr}\rho=1$. Together they give $\sigma=((d+2)\rho+I)/(2(d+1))$. Tracing out the first particle instead produces the same four terms in a different order, so the second clone has the same reduced operator.

The steps `h0` to `h3` are these four sums. The theorem assumes trace one but not positivity.

```lean
/-- For an input of trace one, both clones have the reduced operator
`((d + 2) ρ + I) / (2 (d + 1))`. -/
theorem clone_marginals (ρ : Matrix n n ℂ) (hρ : ρ.trace = 1) :
    firstMarginal (clone ρ) = (1 / (2 * ((Fintype.card n : ℂ) + 1))) •
      (((Fintype.card n : ℂ) + 2) • ρ + 1) ∧
    secondMarginal (clone ρ) = (1 / (2 * ((Fintype.card n : ℂ) + 1))) •
      (((Fintype.card n : ℂ) + 2) • ρ + 1) := by
  have hfirst : firstMarginal (clone ρ) = (1 / (2 * ((Fintype.card n : ℂ) + 1))) •
      (((Fintype.card n : ℂ) + 2) • ρ + 1) := by
    ext a c
    have ht : ∑ b, ρ b b = 1 := hρ
    -- the direct term, the two exchange terms, and the fully exchanged term
    have h0 : ∑ b, ρ a c * (1 : Matrix n n ℂ) b b = (Fintype.card n : ℂ) * ρ a c := by
      simp
    have h1 : ∑ b, ρ b c * (1 : Matrix n n ℂ) a b = ρ a c := by
      simp [Matrix.one_apply]
    have h2 : ∑ b, ρ a b * (1 : Matrix n n ℂ) b c = ρ a c := by
      simp [Matrix.one_apply]
    have h3 : ∑ b, ρ b b * (1 : Matrix n n ℂ) a c = (1 : Matrix n n ℂ) a c := by
      rw [← Finset.sum_mul, ht, one_mul]
    simp only [firstMarginal, Matrix.of_apply, clone_apply]
    rw [← Finset.mul_sum, Finset.sum_add_distrib, Finset.sum_add_distrib,
      Finset.sum_add_distrib, h0, h1, h2, h3]
    simp only [Matrix.smul_apply, Matrix.add_apply, smul_eq_mul]
    ring
  refine ⟨hfirst, ?_⟩
  -- the output is symmetric, so the two marginals agree
  rw [← hfirst]
  ext a c
  simp only [firstMarginal, secondMarginal, Matrix.of_apply, clone_apply]
  refine Finset.sum_congr rfl fun b _ => ?_
  ring
```

Exchanging $a$ and $b$ in the formula for $T(\rho)$ only permutes its terms, so $S\,T(\rho)=T(\rho)$. When $\rho$ is a state, $T(\rho)$ is Hermitian, and the adjoint of this equation gives $T(\rho)S=T(\rho)$; the output is then also unchanged under the physical exchange $S\,T(\rho)\,S$.

```lean
/-- Multiplying the output `T(ρ)` from the left by the exchange operator leaves it unchanged. -/
theorem swap_mul_clone (ρ : Matrix n n ℂ) : swapOp n * clone ρ = clone ρ := by
  ext ⟨a, b⟩ ⟨c, e⟩
  simp only [swap_mul_apply, Prod.swap_prod_mk, clone_apply]
  ring
```

## The output is a density matrix

Positivity follows from the form of the map. If $\rho\ge0$, then $\rho\otimes I\ge0$, and for every two-particle vector $v$

$$\langle v|P(\rho\otimes I)P|v\rangle=\langle Pv|\rho\otimes I|Pv\rangle\ge0 ,$$

because $P$ is Hermitian. The prefactor $2/(d+1)$ is positive. The full trace equals the trace of a reduced operator:

$$\operatorname{Tr}T(\rho)=\frac{(d+2)\operatorname{Tr}\rho+\operatorname{Tr}I}{2(d+1)}=\frac{(d+2)+d}{2(d+1)}=1 .$$

The theorem states, for every density matrix $\rho$, that $T(\rho)$ is a density matrix and that both reduced operators have the form found above. Its proof treats positivity and trace separately, as here, and takes the reduced operators from `clone_marginals`.

```lean
/-- The cloner maps every density matrix to a density matrix of two particles, and both
clones are in the state `((d + 2) ρ + I) / (2 (d + 1))`. -/
theorem universal_cloner (ρ : Matrix n n ℂ) (hρ : IsDensity ρ) :
    IsDensity (clone ρ) ∧
    firstMarginal (clone ρ) = (1 / (2 * ((Fintype.card n : ℂ) + 1))) •
      (((Fintype.card n : ℂ) + 2) • ρ + 1) ∧
    secondMarginal (clone ρ) = (1 / (2 * ((Fintype.card n : ℂ) + 1))) •
      (((Fintype.card n : ℂ) + 2) • ρ + 1) := by
  refine ⟨⟨?_, ?_⟩, clone_marginals ρ hρ.2⟩
  · -- positivity: conjugate the positive operator `ρ ⊗ I` by the Hermitian `P`
    have hX := (hρ.1.kronecker (Matrix.PosSemidef.one (n := n) (R := ℂ))).mul_mul_conjTranspose_same
      (symProj n)
    rw [symProj_conjTranspose] at hX
    have hc : (0 : ℂ) ≤ 2 / ((Fintype.card n : ℂ) + 1) := by
      have h : (0 : ℝ) ≤ 2 / ((Fintype.card n : ℝ) + 1) := by positivity
      have hcast : ((2 / ((Fintype.card n : ℝ) + 1) : ℝ) : ℂ) =
          2 / ((Fintype.card n : ℂ) + 1) := by simp
      rw [← hcast]
      exact Complex.zero_le_real.mpr h
    exact hX.smul hc
  · -- the full trace is the trace of a marginal
    have h : (clone ρ).trace = (firstMarginal (clone ρ)).trace :=
      Fintype.sum_prod_type _
    have hd : (Fintype.card n : ℂ) + 1 ≠ 0 := Nat.cast_add_one_ne_zero _
    rw [h, (clone_marginals ρ hρ.2).1, Matrix.trace_smul, Matrix.trace_add,
      Matrix.trace_smul, Matrix.trace_one, hρ.2, smul_eq_mul, smul_eq_mul,
      one_div_mul_eq_div, div_eq_one_iff_eq (mul_ne_zero two_ne_zero hd)]
    ring
```

A device may receive one half of an entangled pair, and a physical process must then be completely positive, which is more than mapping states to states. This map meets that demand through its Kraus form, with operators $\sqrt{2/(d+1)}\,P(I\otimes|k\rangle)$ for the basis vectors $|k\rangle$; that observation supplements the theorem and is not part of it.

## The fidelity for pure inputs

Let $\psi$ be a unit vector and $\rho=|\psi\rangle\langle\psi|$. Then $\operatorname{Tr}\rho=1$ and $\rho\psi=\psi$, so

$$\langle\psi|\sigma|\psi\rangle=\frac{(d+2)+1}{2(d+1)}=\frac{d+3}{2(d+1)} .$$

Fidelity here means the overlap $\langle\psi|\sigma|\psi\rangle$ itself, not its square root. In the code, `vecMulVec ψ (star ψ)` is the projector $|\psi\rangle\langle\psi|$, and `star ψ ⬝ᵥ ψ = 1` is the normalisation. The steps `ht` and `hp` establish the trace and $\rho\psi=\psi$.

For $d=1$ the fidelity is 1, as it must be when there is only one state. For $d\ge2$ it is below 1, in keeping with the impossibility of perfect copying. The theorem evaluates this one map and sets no upper bound on the fidelity of other cloners.

```lean
/-- For every pure input given by a unit vector `ψ`, each of the two clones has fidelity
`(d + 3) / (2 (d + 1))` with `ψ`. -/
theorem clone_fidelity (ψ : n → ℂ) (hψ : star ψ ⬝ᵥ ψ = 1) :
    star ψ ⬝ᵥ (firstMarginal (clone (vecMulVec ψ (star ψ))) *ᵥ ψ) =
      ((Fintype.card n : ℂ) + 3) / (2 * ((Fintype.card n : ℂ) + 1)) ∧
    star ψ ⬝ᵥ (secondMarginal (clone (vecMulVec ψ (star ψ))) *ᵥ ψ) =
      ((Fintype.card n : ℂ) + 3) / (2 * ((Fintype.card n : ℂ) + 1)) := by
  have ht : (vecMulVec ψ (star ψ)).trace = 1 := by
    rw [Matrix.trace_vecMulVec, dotProduct_comm]
    exact hψ
  -- the projector onto `ψ` leaves `ψ` fixed
  have hp : vecMulVec ψ (star ψ) *ᵥ ψ = ψ := by
    ext i
    have h : ∑ j, star ψ j * ψ j = 1 := hψ
    simp only [Matrix.mulVec, dotProduct, Matrix.vecMulVec_apply, mul_assoc,
      ← Finset.mul_sum]
    rw [h, mul_one]
  obtain ⟨h1, h2⟩ := clone_marginals _ ht
  rw [h1, h2, and_self, Matrix.smul_mulVec, Matrix.add_mulVec, Matrix.smul_mulVec, hp,
    Matrix.one_mulVec, dotProduct_smul, dotProduct_add, dotProduct_smul, hψ,
    smul_eq_mul, smul_eq_mul]
  ring
```

## Covariance under a change of basis

For a unitary $U$, the identity on the second particle can be written as $I=UIU^\dagger$, so

$$U\rho U^\dagger\otimes I=(U\otimes U)(\rho\otimes I)(U^\dagger\otimes U^\dagger).$$

Both outer factors commute with $P$ and can be moved outwards:

$$T(U\rho U^\dagger)=(U\otimes U)\,T(\rho)\,(U^\dagger\otimes U^\dagger).$$

The cloner therefore has no preferred basis. In the code, `hX` is the first identity, and `key` moves the factors through $P$ by applying `symProj_comm` to $U$ and to $U^\dagger$.

```lean
/-- Rotating the input by a unitary `U` rotates both clones by `U`. -/
theorem clone_covariant (U ρ : Matrix n n ℂ) (hU : U ∈ Matrix.unitaryGroup n ℂ) :
    clone (U * ρ * Uᴴ) = (U ⊗ₖ U) * clone ρ * (Uᴴ ⊗ₖ Uᴴ) := by
  have hUU : U * Uᴴ = 1 := Matrix.mem_unitaryGroup_iff.mp hU
  have hX : (U * ρ * Uᴴ) ⊗ₖ (1 : Matrix n n ℂ) =
      (U ⊗ₖ U) * (ρ ⊗ₖ (1 : Matrix n n ℂ)) * (Uᴴ ⊗ₖ Uᴴ) := by
    rw [← Matrix.mul_kronecker_mul, ← Matrix.mul_kronecker_mul, Matrix.mul_one, hUU]
  -- move `U ⊗ U` and its adjoint outwards through `P`
  have key : symProj n * ((U ⊗ₖ U) * (ρ ⊗ₖ (1 : Matrix n n ℂ)) * (Uᴴ ⊗ₖ Uᴴ)) * symProj n =
      (U ⊗ₖ U) * (symProj n * (ρ ⊗ₖ (1 : Matrix n n ℂ)) * symProj n) * (Uᴴ ⊗ₖ Uᴴ) := by
    calc _ = (symProj n * (U ⊗ₖ U)) * (ρ ⊗ₖ (1 : Matrix n n ℂ)) *
          ((Uᴴ ⊗ₖ Uᴴ) * symProj n) := by simp only [Matrix.mul_assoc]
      _ = ((U ⊗ₖ U) * symProj n) * (ρ ⊗ₖ (1 : Matrix n n ℂ)) *
          (symProj n * (Uᴴ ⊗ₖ Uᴴ)) := by rw [symProj_comm U, symProj_comm Uᴴ]
      _ = _ := by simp only [Matrix.mul_assoc]
  unfold clone
  rw [hX, key, Matrix.mul_smul, Matrix.smul_mul]

end

end UniversalCloner
```

```lean
#print axioms UniversalCloner.swap_mul_clone
-- 'UniversalCloner.swap_mul_clone' depends on axioms: [propext, Classical.choice, Quot.sound]
#print axioms UniversalCloner.universal_cloner
-- 'UniversalCloner.universal_cloner' depends on axioms: [propext, Classical.choice, Quot.sound]
#print axioms UniversalCloner.clone_fidelity
-- 'UniversalCloner.clone_fidelity' depends on axioms: [propext, Classical.choice, Quot.sound]
#print axioms UniversalCloner.clone_covariant
-- 'UniversalCloner.clone_covariant' depends on axioms: [propext, Classical.choice, Quot.sound]
```

## Expectation values after cloning

Take a one-particle observable $A$ measured on either clone. The reduced state gives

$$\operatorname{Tr}(\sigma A)=\frac{(d+2)\operatorname{Tr}(\rho A)+\operatorname{Tr}A}{2(d+1)} .$$

For a qubit, $d=2$, and a Pauli operator has zero trace, so each component of the Bloch vector shrinks to $2/3$ of its value. The fidelity is $5/6$. If the sender prepares a basis state and the receiver measures a clone in the same basis, the wrong outcome appears with probability $1/6$. In a key-distribution model where every signal passes through this cloner and there is no other noise, that is the error rate of the bits for which sender and receiver used the same basis.

Correlations between the clones are computed from $T(\rho)$ itself, which is not in general the product of its reduced states. Inserting the four terms gives, for observables $A$ and $B$ on the two clones,

$$\operatorname{Tr}\big(T(\rho)\,A\otimes B\big)=\frac{\operatorname{Tr}(\rho A)\operatorname{Tr}B+\operatorname{Tr}A\operatorname{Tr}(\rho B)+\operatorname{Tr}\big(\rho(AB+BA)\big)}{2(d+1)} .$$

For qubits, with $A$ and $B$ the same Pauli operator, the first two terms vanish and the third gives $2/6=1/3$ for every input state.
